# The Shannon entropy of a pair marginal is minus the joint average of the marginal's logarithm

For a joint probability distribution over three finite classical subsystems X, Y and Z, the theorem says that the Shannon entropy of each pair, XY, YZ or XZ, is minus the average of the logarithm of that pair's marginal, taken over the full joint distribution. Mathematically these are three identities between finite sums, stated for any real-valued function `p` on `X × Y × Z`; neither positivity nor normalisation is assumed, so the sums are true averages only when `p` is a probability distribution. The proof unfolds the definitions, multiplies the logarithm into the sum that defines each marginal, and then reorders or regroups the sums until the two sides agree.

The first attempt, which Lean rejects:

```lean
import Mathlib

open Finset

namespace ShearerEntropy

noncomputable section

variable {X Y Z ι κ : Type*} [Fintype X] [Fintype Y] [Fintype Z] [Fintype ι] [Fintype κ]

/-- The Shannon entropy `-∑ p ln p`, in units of the Boltzmann constant. -/
def entropy (p : ι → ℝ) : ℝ := -∑ i, p i * Real.log (p i)

/-- The marginal of the pair XY: the subsystem Z is summed out. -/
def margXY (p : X × Y × Z → ℝ) (u : X × Y) : ℝ := ∑ z, p (u.1, u.2, z)

/-- The marginal of the pair YZ: the subsystem X is summed out. -/
def margYZ (p : X × Y × Z → ℝ) (v : Y × Z) : ℝ := ∑ x, p (x, v)

/-- The marginal of the pair XZ: the subsystem Y is summed out. -/
def margXZ (p : X × Y × Z → ℝ) (w : X × Z) : ℝ := ∑ y, p (w.1, y, w.2)

/-- The entropy of each pair marginal is minus the average, over the joint distribution,
of the logarithm of that marginal. -/
theorem entropy_marginals (p : X × Y × Z → ℝ) :
    entropy (margXY p) = -∑ i, p i * Real.log (margXY p (i.1, i.2.1)) ∧
    entropy (margYZ p) = -∑ i, p i * Real.log (margYZ p i.2) ∧
    entropy (margXZ p) = -∑ i, p i * Real.log (margXZ p (i.1, i.2.2)) := by
  refine ⟨?_, ?_, ?_⟩
  · simp only [entropy, margXY, Fintype.sum_prod_type, Finset.sum_mul]
  · simp only [entropy, margYZ, Finset.sum_mul]
    rw [Finset.sum_comm]
    exact congrArg Neg.neg (Fintype.sum_prod_type _).symm
  · simp only [entropy, margXZ, Fintype.sum_prod_type, Finset.sum_mul]
    exact congrArg Neg.neg (Finset.sum_congr rfl fun x _ => Finset.sum_comm)

end

end ShearerEntropy
```

The error:

```
Main.lean:33:27: error: Application type mismatch: The argument
  Eq.symm (Fintype.sum_prod_type ?m.117)
has type
  ∑ x, ∑ y, ?m.117 (x, y) = ∑ x, ?m.117 x
but is expected to have type
  ∑ y, ∑ x, p (y, x) * Real.log (∑ x_1, p (x_1, x)) = ∑ i, p i * Real.log (∑ x, p (x, i.2))
in the application
  congrArg Neg.neg (Eq.symm (Fintype.sum_prod_type ?m.117))
```

The mended proof, as a diff:

```diff
@@ -31,5 +31,6 @@
   · simp only [entropy, margYZ, Finset.sum_mul]
     rw [Finset.sum_comm]
-    exact congrArg Neg.neg (Fintype.sum_prod_type _).symm
+    exact congrArg Neg.neg (Fintype.sum_prod_type
+      (fun i : X × Y × Z => p i * Real.log (∑ x, p (x, i.2)))).symm
   · simp only [entropy, margXZ, Fintype.sum_prod_type, Finset.sum_mul]
     exact congrArg Neg.neg (Finset.sum_congr rfl fun x _ => Finset.sum_comm)
```

Diagnosis. The error is in the YZ part. After `rw [Finset.sum_comm]`, the left side is a double sum, over X and then over the pair YZ, and the right side is a single sum over triples. `Fintype.sum_prod_type`, reversed, is the right lemma to join them, but its summand was left as `_`, and the message shows it still unknown, as `?m.117`.

To fill it in from the double sum, Lean would have to solve `?m.117 (x, y) = p (x, y) * Real.log …` for a function applied to a pair. Its unifier solves such equations routinely when the unknown is applied to distinct bound variables, but a pair built from them is not of that form. Lean did not find the function, and reported a type mismatch although the two sums are equal.

The repair writes the summand out as a function of the triple `i`. Lean then only has to check that putting `(x, y)` for `i` gives the double sum's terms, which it does by computation, since `(x, y).2` reduces to `y`.
